# Screening by one transition in scalar RPA: a weaker static repulsion and a pole above the transition energy

Take a bare repulsion $v=1$ and one transition of energy $D=1$ and strength $g=3/2$, with polarization $P(w)=3/(w^2-1)$ at frequency $w$. The screened interaction is

$$U(w)=\frac{1}{1-P(w)}=\frac{w^2-1}{w^2-4}.$$

The polarization diverges at $w=1$, but the interaction diverges at $w=2$, and at $w=0$ the repulsion has dropped from $1$ to $1/4$. The problems below treat general $v$, $g$ and $D$.

```lean
import Mathlib

open Filter Topology Bornology

namespace ConstrainedRPA

noncomputable section
```

In the random-phase approximation (RPA), a polarization $P$ screens $v$ to $v/(1-vP)$. Here both are numbers; in a material they are matrices.

```lean
/-- The interaction `v` screened by a polarization `P` in the random-phase approximation,
`v / (1 - v P)`, for `v P ≠ 1`. -/
def screen (v P : ℂ) : ℂ := v / (1 - v * P)
```

Constrained RPA leaves out the polarization within a chosen correlated subspace, so that only the other transitions, "the rest", screen the interaction inside it. These include transitions between the subspace and other states. The model replaces the rest by a single undamped transition, with $P(w)=2gD/(w^2-D^2)$ and $\hbar=1$. The real number $D>0$ is its excitation energy, and $g>0$ is a dimensionless weight standing for a squared matrix element. The frequency $w$ is complex. This form of $P$ is postulated, not derived from a band structure.

```lean
/-- The polarization of a single transition of energy `D` and strength `g` at complex
frequency `w`, for `w² ≠ D²`. -/
def restPol (g D : ℝ) (w : ℂ) : ℂ := 2 * g * D / (w ^ 2 - D ^ 2)
```

The last definition names a candidate $O$ for the new resonance frequency. Lean's `√` is the real square root.

```lean
/-- The shifted frequency `O = √(D² + 2 g v D)`. -/
def screeningPole (v g D : ℝ) : ℝ := √(D ^ 2 + 2 * g * v * D)
```

## (a) Screening in two stages

Let $P_r$ and $P_d$ be the polarizations of the rest and of the subspace, and write $W_r=v/(1-vP_r)$. Assume $1-vP_r\neq0$ and $1-v(P_r+P_d)\neq0$. Show that $1-W_rP_d\neq0$ and

$$\frac{W_r}{1-W_rP_d}=\frac{v}{1-v(P_r+P_d)}.$$

Over a common denominator,

$$1-W_rP_d=\frac{1-v(P_r+P_d)}{1-vP_r},$$

which is nonzero. Dividing $W_r$ by it cancels $1-vP_r$. Nothing is therefore counted twice when the subspace later screens $W_r$, provided the total polarization is the sum $P_r+P_d$. In Lean, `e` is the displayed ratio, and all three quantities may be complex.

```lean
/-- Screening first by the rest and then by the correlated subspace gives the fully screened
interaction, provided neither the rest nor the total dielectric function vanishes. The second-stage
dielectric function `1 - screen v Pr * Pd` is then nonzero as well. -/
theorem screen_screen {v Pr Pd : ℂ} (hr : 1 - v * Pr ≠ 0) (ht : 1 - v * (Pr + Pd) ≠ 0) :
    1 - screen v Pr * Pd ≠ 0 ∧ screen (screen v Pr) Pd = screen v (Pr + Pd) := by
  -- the dielectric function of the subspace is the ratio of the total one to that of the rest
  have e : 1 - screen v Pr * Pd = (1 - v * (Pr + Pd)) / (1 - v * Pr) := by
    have c := div_mul_cancel₀ v hr
    rw [eq_div_iff hr, screen]
    linear_combination (-Pd) * c
  refine ⟨by rw [e]; exact div_ne_zero ht hr, ?_⟩
  have h : screen (screen v Pr) Pd = screen v Pr / (1 - screen v Pr * Pd) := rfl
  rw [h, e]
  unfold screen
  rw [div_div_div_cancel_right₀ hr]
```

## (b) The square of the shifted frequency

For $v,g,D>0$, show that $O>0$ and $O^2=D^2+2gvD$.

The radicand is a sum of positive terms, so its root is positive and squares back to it. `positivity` supplies the sign.

```lean
/-- For positive `v`, `g`, `D` the shifted frequency is positive and its square is
`D² + 2 g v D`. -/
theorem screeningPole_sq {v g D : ℝ} (hv : 0 < v) (hg : 0 < g) (hD : 0 < D) :
    0 < screeningPole v g D ∧ screeningPole v g D ^ 2 = D ^ 2 + 2 * g * v * D :=
  ⟨Real.sqrt_pos.mpr (by positivity), Real.sq_sqrt (by positivity)⟩
```

## (c) The dielectric function as a ratio

For $v,g,D>0$ and $w^2\neq D^2$, show that

$$1-vP(w)=\frac{w^2-O^2}{w^2-D^2}.$$

Put the left side over $w^2-D^2$. The numerator is $w^2-D^2-2gvD$, which is $w^2-O^2$ by (b).

The proof turns on `linear_combination`. It takes a weighted sum of known equations and asks `ring` to confirm that it accounts for the difference between the two sides of the goal. Since `ring` will not cancel a denominator that might vanish, the cancellation enters as the equation `c`, justified by $w^2\neq D^2$. The weights are $-v$ for `c` and $1$ for `hO`, the complex form of (b).

```lean
/-- For positive `v`, `g`, `D` and `w² ≠ D²`, the dielectric function of the rest is
`(w² - O²) / (w² - D²)`. -/
theorem dielectric_eq {v g D : ℝ} (hv : 0 < v) (hg : 0 < g) (hD : 0 < D) {w : ℂ}
    (hw : w ^ 2 ≠ (D : ℂ) ^ 2) :
    1 - v * restPol g D w
      = (w ^ 2 - (screeningPole v g D : ℂ) ^ 2) / (w ^ 2 - (D : ℂ) ^ 2) := by
  have hO : (screeningPole v g D : ℂ) ^ 2 = (D : ℂ) ^ 2 + 2 * g * v * D := by
    exact_mod_cast (screeningPole_sq hv hg hD).2
  have h := sub_ne_zero.mpr hw
  have c := div_mul_cancel₀ (2 * (g : ℂ) * D) h
  rw [eq_div_iff h, restPol]
  linear_combination (-(v : ℂ)) * c + hO
```

## (d) The partially screened interaction

Let $v,g,D>0$, and let $w^2$ differ from both $D^2$ and $O^2$. Show that $1-vP(w)\neq0$ and

$$U(w)=\frac{v}{1-vP(w)}=\frac{v\,(w^2-D^2)}{w^2-O^2}.$$

By (c) the dielectric function is a quotient of two nonzero numbers. Inverting it and multiplying by $v$ gives the formula. The Lean proof rewrites with `dielectric_eq` in both halves.

Without $w^2\neq O^2$ the first conclusion fails. In the opening example $O=2$, and at $w=2$ one finds $P=1$ and $1-vP=0$. Lean's convention $x/0=0$ would still make the second equation read $0=0$ there, so it is the nonvanishing claim that gives this hypothesis its force.

```lean
/-- For positive `v`, `g`, `D` and `w²` different from `D²` and `O²`, the dielectric function
does not vanish and the partially screened interaction is `v (w² - D²) / (w² - O²)`. -/
theorem screened_interaction {v g D : ℝ} (hv : 0 < v) (hg : 0 < g) (hD : 0 < D) {w : ℂ}
    (hw : w ^ 2 ≠ (D : ℂ) ^ 2) (hwO : w ^ 2 ≠ (screeningPole v g D : ℂ) ^ 2) :
    1 - v * restPol g D w ≠ 0 ∧
    screen v (restPol g D w)
      = v * (w ^ 2 - (D : ℂ) ^ 2) / (w ^ 2 - (screeningPole v g D : ℂ) ^ 2) := by
  constructor
  · rw [dielectric_eq hv hg hD hw]
    exact div_ne_zero (sub_ne_zero.mpr hwO) (sub_ne_zero.mpr hw)
  · rw [screen, dielectric_eq hv hg hD hw, div_div_eq_mul_div]
```

## (e) Imaginary frequencies

For $v,g,D>0$ and real $x$, show that

$$U(ix)=\frac{v\,(x^2+D^2)}{x^2+O^2}.$$

Here $w^2=-x^2\le0$, which equals neither $D^2$ nor $O^2$, so (d) applies. Changing the sign of numerator and denominator gives the result. In Lean, `key` rules out both $w^2=D^2$ and $w^2=O^2$, and the right side is a real number cast into `ℂ`, so the statement includes that $U(ix)$ is real.

```lean
/-- For positive `v`, `g`, `D` the partially screened interaction at imaginary frequency `i x`
is the real number `v (x² + D²) / (x² + O²)`. -/
theorem screened_imaginary {v g D : ℝ} (hv : 0 < v) (hg : 0 < g) (hD : 0 < D) (x : ℝ) :
    screen v (restPol g D (x * Complex.I))
      = ((v * (x ^ 2 + D ^ 2) / (x ^ 2 + screeningPole v g D ^ 2) : ℝ) : ℂ) := by
  have hsq : ((x : ℂ) * Complex.I) ^ 2 = ((-x ^ 2 : ℝ) : ℂ) := by
    push_cast
    rw [mul_pow, Complex.I_sq]
    ring
  -- a nonpositive number is never the square of a positive energy
  have key : ∀ E : ℝ, 0 < E → ((x : ℂ) * Complex.I) ^ 2 ≠ (E : ℂ) ^ 2 := by
    intro E hE h
    rw [hsq] at h
    have h' : -x ^ 2 = E ^ 2 := by exact_mod_cast h
    nlinarith [sq_nonneg x, pow_pos hE 2]
  rw [(screened_interaction hv hg hD (key D hD)
    (key _ (screeningPole_sq hv hg hD).1)).2, hsq]
  push_cast
  rw [← neg_div_neg_eq]
  congr 1 <;> ring
```

## (f) The static interaction

For $v,g,D>0$, show that

$$U(0)=\frac{vD}{D+2gv},\qquad 0<U(0)<v.$$

Set $x=0$ in (e) and use (b):

$$U(0)=\frac{vD^2}{D^2+2gvD}=\frac{vD}{D+2gv}.$$

This is positive, and it lies below $v$ because $vD<vD+2gv^2$. For this one-transition scalar model, it is the static Hubbard parameter that constrained RPA would pass to the subspace.

```lean
/-- For positive `v`, `g`, `D` the static interaction is `v D / (D + 2 g v)`, which is positive
and smaller than the bare `v`. -/
theorem screened_static {v g D : ℝ} (hv : 0 < v) (hg : 0 < g) (hD : 0 < D) :
    screen v (restPol g D 0) = ((v * D / (D + 2 * g * v) : ℝ) : ℂ) ∧
    0 < v * D / (D + 2 * g * v) ∧ v * D / (D + 2 * g * v) < v := by
  refine ⟨?_, by positivity, ?_⟩
  · have h := screened_imaginary hv hg hD 0
    rw [show ((0 : ℝ) : ℂ) * Complex.I = 0 by simp, (screeningPole_sq hv hg hD).2] at h
    refine h.trans (congrArg Complex.ofReal ?_)
    rw [div_eq_div_iff (by positivity) (by positivity)]
    ring
  · rw [div_lt_iff₀ (by positivity)]
    nlinarith [mul_pos (mul_pos hv hg) hv]
```

## (g) High frequencies

Show that $U(w)\to v$ as $|w|\to\infty$ in any complex direction.

Since $|w^2-D^2|\ge|w|^2-D^2\to\infty$, the polarization tends to $0$ and $U(w)\to v/(1-0)=v$. The transition cannot follow so fast a perturbation. The filter `cobounded ℂ` expresses $|w|\to\infty$ without choosing a direction; `hn`, `hi` and `hP` are the successive limits. Here $v$, $g$ and $D$ may be any real numbers.

```lean
/-- As the complex frequency goes to infinity in any direction, the partially screened
interaction tends to the bare `v`. -/
theorem screened_tendsto_bare (v g D : ℝ) :
    Tendsto (fun w : ℂ => screen v (restPol g D w)) (cobounded ℂ) (𝓝 (v : ℂ)) := by
  -- the denominator of the polarization grows at least like `‖w‖² - D²`
  have hn : Tendsto (fun w : ℂ => ‖w ^ 2 - (D : ℂ) ^ 2‖) (cobounded ℂ) atTop := by
    refine tendsto_atTop_mono (fun w => ?_) (tendsto_atTop_add_const_right _ (-(D ^ 2))
      ((tendsto_pow_atTop two_ne_zero).comp tendsto_norm_cobounded_atTop))
    have h := norm_sub_norm_le (w ^ 2) ((D : ℂ) ^ 2)
    rw [norm_pow, norm_pow, Complex.norm_real, Real.norm_eq_abs, sq_abs] at h
    simpa [sub_eq_add_neg] using h
  have hi : Tendsto (fun w : ℂ => (w ^ 2 - (D : ℂ) ^ 2)⁻¹) (cobounded ℂ) (𝓝 0) :=
    tendsto_inv₀_cobounded.comp (tendsto_norm_atTop_iff_cobounded.mp hn)
  have hP : Tendsto (fun w : ℂ => restPol g D w) (cobounded ℂ) (𝓝 0) := by
    have h := hi.const_mul (2 * (g : ℂ) * D)
    rw [mul_zero] at h
    exact h.congr (fun w => by simp only [restPol, div_eq_mul_inv])
  have h2 : Tendsto (fun w : ℂ => (v : ℂ) / (1 - v * restPol g D w)) (cobounded ℂ)
      (𝓝 ((v : ℂ) / (1 - v * 0))) :=
    tendsto_const_nhds.div (tendsto_const_nhds.sub (hP.const_mul _)) (by simp)
  rw [mul_zero, sub_zero, div_one] at h2
  exact h2
```

## (h) The pole and its residue

For $v,g,D>0$, show that $O>D$ and

$$\lim_{w\to O}(w-O)\,U(w)=\frac{gv^2D}{O}>0.$$

From (b), $O^2-D^2=2gvD>0$, hence $O>D$. Near $O$, but not at it, (d) gives

$$(w-O)\,U(w)=\frac{v\,(w^2-D^2)}{w+O}\;\longrightarrow\;\frac{v\cdot2gvD}{2O}=\frac{gv^2D}{O}.$$

The nonzero limit identifies a simple pole.

In Lean, `𝓝[≠]` denotes approach to $O$ without reaching it. `Tendsto.congr'` replaces the function by the cancelled quotient, which is continuous at $O$ by `c3`. The facts `e1` and `e2` keep $w^2\neq D^2$ and $w+O\neq0$ close to $O$, and `hval` evaluates the limit.

```lean
/-- For positive `v`, `g`, `D` the frequency `O` lies above `D`, and the partially screened
interaction has a simple pole there with positive residue `g v² D / O`. -/
theorem screened_pole {v g D : ℝ} (hv : 0 < v) (hg : 0 < g) (hD : 0 < D) :
    D < screeningPole v g D ∧ 0 < g * v ^ 2 * D / screeningPole v g D ∧
    Tendsto (fun w : ℂ => (w - screeningPole v g D) * screen v (restPol g D w))
      (𝓝[≠] (screeningPole v g D : ℂ))
      (𝓝 ((g * v ^ 2 * D / screeningPole v g D : ℝ) : ℂ)) := by
  obtain ⟨hp, hs⟩ := screeningPole_sq hv hg hD
  have hmain := fun w : ℂ => @screened_interaction v g D hv hg hD w
  generalize screeningPole v g D = O at hp hs hmain ⊢
  have hgvD : 0 < 2 * g * v * D := by positivity
  refine ⟨lt_of_pow_lt_pow_left₀ 2 hp.le (by linarith), by positivity, ?_⟩
  have hO : (O : ℂ) ^ 2 = (D : ℂ) ^ 2 + 2 * g * v * D := by exact_mod_cast hs
  have hO0 : (O : ℂ) ≠ 0 := by exact_mod_cast hp.ne'
  have hOO : (O : ℂ) + O ≠ 0 := by
    rw [← two_mul]
    exact mul_ne_zero two_ne_zero hO0
  have hne : (O : ℂ) ^ 2 ≠ (D : ℂ) ^ 2 := by
    intro h
    have h' : O ^ 2 = D ^ 2 := by exact_mod_cast h
    linarith
  have c1 : ContinuousAt (fun w : ℂ => w ^ 2) (O : ℂ) := by fun_prop
  have c2 : ContinuousAt (fun w : ℂ => w + (O : ℂ)) (O : ℂ) := by fun_prop
  have e1 := (c1.eventually_ne hne).filter_mono (nhdsWithin_le_nhds (s := {(O : ℂ)}ᶜ))
  have e2 := (c2.eventually_ne hOO).filter_mono (nhdsWithin_le_nhds (s := {(O : ℂ)}ᶜ))
  -- after cancelling `w - O` the function is continuous at `O`
  have c3 : ContinuousAt (fun w : ℂ => (v : ℂ) * (w ^ 2 - (D : ℂ) ^ 2) / (w + O)) (O : ℂ) :=
    ContinuousAt.div (by fun_prop) c2 hOO
  have hval : ((g * v ^ 2 * D / O : ℝ) : ℂ)
      = (v : ℂ) * ((O : ℂ) ^ 2 - (D : ℂ) ^ 2) / (O + O) := by
    push_cast
    rw [div_eq_div_iff hO0 hOO]
    linear_combination (-(v : ℂ) * O) * hO
  rw [hval]
  refine Tendsto.congr' ?_ (c3.tendsto.mono_left nhdsWithin_le_nhds)
  filter_upwards [e1, e2, self_mem_nhdsWithin] with w h1 h2 h3
  have h3' : w - (O : ℂ) ≠ 0 := sub_ne_zero.mpr h3
  have h4 : w ^ 2 ≠ (O : ℂ) ^ 2 := fun h =>
    mul_ne_zero h3' h2 (by linear_combination h)
  rw [(hmain w h1 h4).2, show w ^ 2 - (O : ℂ) ^ 2 = (w - O) * (w + O) by ring,
    ← mul_div_assoc, mul_div_mul_left _ _ h3']

end

end ConstrainedRPA
```

```lean
#print axioms ConstrainedRPA.screen_screen
#print axioms ConstrainedRPA.screened_static
#print axioms ConstrainedRPA.screened_tendsto_bare
#print axioms ConstrainedRPA.screened_pole
```

```
'ConstrainedRPA.screen_screen' depends on axioms: [propext, Classical.choice, Quot.sound]
'ConstrainedRPA.screened_static' depends on axioms: [propext, Classical.choice, Quot.sound]
'ConstrainedRPA.screened_tendsto_bare' depends on axioms: [propext, Classical.choice, Quot.sound]
'ConstrainedRPA.screened_pole' depends on axioms: [propext, Classical.choice, Quot.sound]
```
